# The GW self-energy as the derivative of the truncated ring functional, for real matrices and a symmetric interaction

The Green's function is taken here to be a single real square matrix $G$ over a finite set of orbitals, with no time or frequency argument and no spin. The ring series is cut at a finite order $N$, so no question of convergence arises. What remains is the algebra that connects a functional $\Phi$ to its self-energy.

## Bubble, rings and screening

Let $v$ be a real symmetric matrix, where $v_{ij}$ is the interaction between the densities on orbitals $i$ and $j$. Symmetry says that this interaction is mutual. Define

$$P_{ij}=G_{ij}G_{ji},\qquad \Phi(G)=-\frac12\sum_{k=0}^{N-1}\frac{\mathrm{Tr}\,(vP)^{k+1}}{k+1},$$

$$W=\sum_{k=0}^{N-1}(vP)^k v,\qquad \Sigma_{ij}=-G_{ij}W_{ij}.$$

$P$ is the polarization bubble, $W$ the screened interaction and $\Sigma$ the GW self-energy. For $N=1$, $W=v$ and $\Sigma_{ij}=-G_{ij}v_{ij}$, which is bare exchange if $G$ is read as the one-particle density matrix. The names refer to the form of the equations. Without time arguments, $W$ need not be weaker than $v$: for a single orbital with $v>0$ and $G\neq0$, $P=G^2$ is positive and $W$ exceeds $v$ for every $N\geq2$. The Hartree term is not part of this $\Phi$. Writing $W_N$ for $W$ at order $N$, splitting off the first term of the sum gives $W_{N+1}=v+vP\,W_N$.

The claim is that when $G$ moves with velocity $X$, $\Phi$ changes at the rate $\mathrm{Tr}(\Sigma X)$. In components $\Sigma_{ij}=\partial\Phi/\partial G_{ji}$, with the indices transposed.

## Differentiating the rings

For a matrix $A$ depending on a parameter, the product rule puts the derivative $A'$ in each of the $k+1$ places of $A^{k+1}$. Cyclicity of the trace makes all places equivalent:

$$\frac{d}{dt}\mathrm{Tr}\,A^{k+1}=\sum_{m=0}^{k}\mathrm{Tr}(A^mA'A^{k-m})=(k+1)\,\mathrm{Tr}(A^kA').$$

Set $A=vP$ and $A'=v\,\delta P$. The factors $k+1$ cancel, and the powers add up to $W$:

$$\frac{d\Phi}{dt}=-\frac12\sum_{k=0}^{N-1}\mathrm{Tr}\big((vP)^k v\,\delta P\big)=-\frac12\mathrm{Tr}(W\,\delta P).$$

Since $v$ and $P$ are symmetric, so is $W$:

$$\big((vP)^kv\big)^T=v(Pv)^k=(vP)^kv.$$

Either line of the bubble can vary, so $\delta P_{ij}=X_{ij}G_{ji}+G_{ij}X_{ji}$ and

$$\mathrm{Tr}(W\,\delta P)=\sum_{ij}W_{ij}\big(X_{ji}G_{ij}+G_{ji}X_{ij}\big).$$

Exchanging $i$ and $j$ in the second term and using $W_{ji}=W_{ij}$ turns it into the first. Hence

$$\mathrm{Tr}(W\,\delta P)=2\sum_{ij}G_{ij}W_{ij}X_{ji}=-2\,\mathrm{Tr}(\Sigma X),$$

and $d\Phi/dt=\mathrm{Tr}(\Sigma X)$.

No other matrix $S$ has this property for every $X$. If the only nonzero entry of $X$ is $X_{ji}=1$, then $\mathrm{Tr}(SX)=S_{ij}$, which fixes $S$ entry by entry.

## Particle balance at each orbital

Replace $G_{ij}$ by $e^{s(\theta_i-\theta_j)}G_{ij}$, with real numbers $\theta_i$ and a real parameter $s$. This is a local gauge transformation with real exponentials in place of phases. The two factors in $P_{ij}$ cancel, so $\Phi$ does not change. With $\theta$ also denoting the diagonal matrix of the $\theta_i$, the velocity at $s=0$ is $(\theta_i-\theta_j)G_{ij}=[\theta,G]_{ij}$, and therefore

$$0=\mathrm{Tr}(\Sigma[\theta,G])=\sum_i\theta_i\big((G\Sigma)_{ii}-(\Sigma G)_{ii}\big).$$

Choosing $\theta$ equal to one on a single orbital and zero elsewhere gives $(\Sigma G)_{ii}=(G\Sigma)_{ii}$. In an equation of motion for the density, a difference between these two numbers would act as a source or sink of particles at orbital $i$.

This is a static counterpart of the argument for particle conservation in self-consistent GW, one of the properties meant when that method is called a conserving approximation. The time-dependent continuity equation and the conservation of energy and momentum need a $G$ with time arguments and are not treated.

## In a calculation

A self-consistent GW cycle builds $P$ from $G$, then $W$, then $\Sigma$, and obtains a new $G$ from the Dyson equation. In this matrix model, $P$ and $\Sigma$ are entrywise products, while $W$ follows from repeated use of $W\leftarrow v+vPW$, starting at $W=0$. Many GW codes instead solve $(1-vP)W=v$ at each frequency, with no truncation of the series.

The derivative formula gives a direct test of code for the truncated model, with $\Phi$ and $\Sigma$ cut at the same $N$. For a random $G$, a random direction $X$ and a small step $h$, compare $[\Phi(G+hX)-\Phi(G-hX)]/2h$ with $\sum_{ij}\Sigma_{ij}X_{ji}$. If $\Phi$ is coded correctly, a wrong entry in $\Sigma$, whether from a factor of two or a missing transpose, gives a mismatch for almost every $X$. An error shared by both, such as a factor of two in $v$, goes unnoticed. The balance $(\Sigma G)_{ii}=(G\Sigma)_{ii}$ is a second, weaker test, with $\Sigma$ built from the same $G$ that multiplies it. Use a nonsymmetric $G$ here: if $G$ and $\Sigma$ are both symmetric, the balance holds whatever their entries. A wrong overall factor in $\Sigma$ always passes this test.

## The statements in Lean

The finite type `ι` labels the orbitals, and `Matrix ι ι ℝ` holds $G$, $v$ and $X$. The definitions `polarization`, `ringPhi`, `screened` and `selfEnergy` are $P$, $\Phi$, $W$ and $\Sigma$; `polarizationVar` is $\delta P$. The sums run over `k ∈ range N`, that is $k=0,\dots,N-1$, and $N=0$ is allowed, with $\Phi$, $W$ and $\Sigma$ all zero.

The main theorem, `ringPhi_hasDerivAt_curve`, assumes `hv : v.IsSymm` and a curve whose entries are all differentiable at $t$ with derivatives $X_{ij}$. It concludes that $\Phi$ along the curve has derivative $\mathrm{Tr}(\Sigma X)$ at $t$. `ringPhi_derivative_iff` treats the straight lines $G+tX$ and includes uniqueness. `local_conservation` is the balance at each orbital.

$G$ is an arbitrary real matrix throughout: it need not be symmetric or solve a Dyson equation. The interaction has two indices, so general four-index Coulomb integrals are not covered.

```lean
import Mathlib

open Matrix Finset

namespace GWRingFunctional

noncomputable section

variable {ι : Type*} [Fintype ι] [DecidableEq ι]

/-- The polarization bubble `P_ij = G_ij G_ji`. -/
def polarization (G : Matrix ι ι ℝ) : Matrix ι ι ℝ :=
  Matrix.of fun i j => G i j * G j i

/-- The first-order change of the bubble when `G` changes by `X`: either of its two lines
is varied. -/
def polarizationVar (G X : Matrix ι ι ℝ) : Matrix ι ι ℝ :=
  Matrix.of fun i j => X i j * G j i + G i j * X j i

/-- The ring functional `Φ = -(1/2) ∑ Tr((vP)^n)/n`, summed over `n = 1, …, N`. -/
def ringPhi (v : Matrix ι ι ℝ) (N : ℕ) (G : Matrix ι ι ℝ) : ℝ :=
  -(1 / 2) * ∑ k ∈ range N, trace ((v * polarization G) ^ (k + 1)) / ((k : ℝ) + 1)

/-- The screened interaction `W = ∑ (vP)^n v`, summed over `n < N`. -/
def screened (v : Matrix ι ι ℝ) (N : ℕ) (G : Matrix ι ι ℝ) : Matrix ι ι ℝ :=
  ∑ k ∈ range N, (v * polarization G) ^ k * v

/-- The GW self-energy `Σ_ij = -G_ij W_ij`. -/
def selfEnergy (v : Matrix ι ι ℝ) (N : ℕ) (G : Matrix ι ι ℝ) : Matrix ι ι ℝ :=
  Matrix.of fun i j => -(G i j * screened v N G i j)

/-- The local rescaling `G_ij → exp(θ_i - θ_j) G_ij`, the real form of a gauge
transformation. -/
def gauge (θ : ι → ℝ) (G : Matrix ι ι ℝ) : Matrix ι ι ℝ :=
  Matrix.of fun i j => Real.exp (θ i - θ j) * G i j

omit [DecidableEq ι] in
/-- The product rule for matrices whose entries are differentiable in a parameter. -/
theorem hasDerivAt_matrix_mul {A B : ℝ → Matrix ι ι ℝ} {A' B' : Matrix ι ι ℝ} {t : ℝ}
    (hA : ∀ i j, HasDerivAt (fun s => A s i j) (A' i j) t)
    (hB : ∀ i j, HasDerivAt (fun s => B s i j) (B' i j) t) (i j : ι) :
    HasDerivAt (fun s => (A s * B s) i j) ((A' * B t + A t * B') i j) t := by
  simp only [Matrix.mul_apply, Matrix.add_apply]
  rw [← Finset.sum_add_distrib]
  exact HasDerivAt.fun_sum fun k _ => (hA i k).fun_mul (hB k j)

/-- For a matrix `A` with differentiable entries, the trace of `A^(k+1)` has derivative
`(k+1) Tr(A^k A')`. -/
theorem hasDerivAt_trace_pow {A : ℝ → Matrix ι ι ℝ} {A' : Matrix ι ι ℝ} {t : ℝ}
    (hA : ∀ i j, HasDerivAt (fun s => A s i j) (A' i j) t) (k : ℕ) :
    HasDerivAt (fun s => trace (A s ^ (k + 1))) (((k : ℝ) + 1) * trace (A t ^ k * A')) t := by
  -- under a trace with any B commuting with A, all places of A' are equivalent
  have key : ∃ D : Matrix ι ι ℝ,
      (∀ i j, HasDerivAt (fun s => (A s ^ (k + 1)) i j) (D i j) t) ∧
      ∀ B : Matrix ι ι ℝ, B * A t = A t * B →
        trace (B * D) = ((k : ℝ) + 1) * trace (B * A t ^ k * A') := by
    induction k with
    | zero => exact ⟨A', by simpa using hA, by intro B _; simp⟩
    | succ k ih =>
      obtain ⟨D, hD, hB⟩ := ih
      refine ⟨D * A t + A t ^ (k + 1) * A', ?_, ?_⟩
      · intro i j
        have e : (fun s => (A s ^ (k + 1 + 1)) i j) = fun s => (A s ^ (k + 1) * A s) i j := by
          funext s
          rw [pow_succ (A s) (k + 1)]
        rw [e]
        exact hasDerivAt_matrix_mul (A := fun s => A s ^ (k + 1)) hD hA i j
      · intro B hc
        have h1 := hB (A t * B) (by rw [mul_assoc, hc])
        have h2 : trace (B * (D * A t)) = trace (A t * B * D) := by
          rw [← mul_assoc, Matrix.trace_mul_comm, ← mul_assoc]
        have h3 : A t * B * A t ^ k = B * A t ^ (k + 1) := by
          rw [← hc, pow_succ', mul_assoc]
        rw [mul_add, Matrix.trace_add, h2, h1, h3, ← mul_assoc]
        push_cast
        ring
  obtain ⟨D, hD, hB⟩ := key
  have h := hB 1 (by simp)
  rw [one_mul, one_mul] at h
  rw [← h]
  exact HasDerivAt.fun_sum (u := Finset.univ) fun i _ => hD i i

/-- For a symmetric interaction `v` the screened interaction is symmetric at every order. -/
theorem screened_isSymm {v : Matrix ι ι ℝ} (hv : v.IsSymm) (N : ℕ) (G : Matrix ι ι ℝ) :
    (screened v N G).IsSymm := by
  have hP : (polarization G)ᵀ = polarization G := by
    ext i j
    exact mul_comm (G j i) (G i j)
  have hshift : ∀ k : ℕ, v * (polarization G * v) ^ k = (v * polarization G) ^ k * v := by
    intro k
    induction k with
    | zero => simp
    | succ k ih =>
      rw [pow_succ, pow_succ, ← mul_assoc, ih]
      simp only [mul_assoc]
  change (screened v N G)ᵀ = screened v N G
  unfold screened
  rw [Matrix.transpose_sum]
  refine Finset.sum_congr rfl fun k _ => ?_
  rw [Matrix.transpose_mul, Matrix.transpose_pow, Matrix.transpose_mul, hv.eq, hP, hshift]

/-- The Dyson recursion of the screened interaction: `W` at order `N+1` is `v + v P W`
with `W` at order `N`. -/
theorem screened_succ (v : Matrix ι ι ℝ) (N : ℕ) (G : Matrix ι ι ℝ) :
    screened v (N + 1) G = v + v * polarization G * screened v N G := by
  unfold screened
  rw [Finset.sum_range_succ', pow_zero, one_mul, add_comm, Finset.mul_sum]
  congr 1
  refine Finset.sum_congr rfl fun k _ => ?_
  simp only [pow_succ', mul_assoc]

/-- For symmetric `v`, the two lines of the bubble contribute equally:
`Tr(W δP) = -2 Tr(Σ X)`. -/
theorem trace_screened_mul_var {v : Matrix ι ι ℝ} (hv : v.IsSymm) (N : ℕ)
    (G X : Matrix ι ι ℝ) :
    trace (screened v N G * polarizationVar G X) = -2 * trace (selfEnergy v N G * X) := by
  have hW : ∀ i j, screened v N G j i = screened v N G i j :=
    fun i j => (screened_isSymm hv N G).apply i j
  -- exchange the summation indices in the second contribution
  have hswap : ∑ i, ∑ j, screened v N G i j * (G j i * X i j)
      = ∑ i, ∑ j, screened v N G i j * (G i j * X j i) := by
    rw [Finset.sum_comm]
    refine Finset.sum_congr rfl fun i _ => Finset.sum_congr rfl fun j _ => ?_
    rw [hW i j]
  have hL : trace (screened v N G * polarizationVar G X)
      = ∑ i, ∑ j, screened v N G i j * (X j i * G i j + G j i * X i j) := by
    simp only [Matrix.trace, Matrix.diag_apply, Matrix.mul_apply, polarizationVar,
      Matrix.of_apply]
  have hR : trace (selfEnergy v N G * X)
      = ∑ i, ∑ j, -(G i j * screened v N G i j) * X j i := by
    simp only [Matrix.trace, Matrix.diag_apply, Matrix.mul_apply, selfEnergy, Matrix.of_apply]
  have hsplit : ∑ i, ∑ j, screened v N G i j * (X j i * G i j + G j i * X i j)
      = ∑ i, ∑ j, screened v N G i j * (G i j * X j i)
        + ∑ i, ∑ j, screened v N G i j * (G j i * X i j) := by
    simp only [← Finset.sum_add_distrib]
    refine Finset.sum_congr rfl fun i _ => Finset.sum_congr rfl fun j _ => ?_
    ring
  rw [hL, hR, hsplit, hswap, ← two_mul, Finset.mul_sum, Finset.mul_sum]
  refine Finset.sum_congr rfl fun i _ => ?_
  rw [Finset.mul_sum, Finset.mul_sum]
  refine Finset.sum_congr rfl fun j _ => ?_
  ring

/-- For symmetric `v`, along any differentiable curve of Green's functions with velocity `X`
the ring functional changes at the rate `Tr(Σ X)`. -/
theorem ringPhi_hasDerivAt_curve {v : Matrix ι ι ℝ} (hv : v.IsSymm) (N : ℕ)
    {G : ℝ → Matrix ι ι ℝ} {X : Matrix ι ι ℝ} {t : ℝ}
    (hG : ∀ i j, HasDerivAt (fun s => G s i j) (X i j) t) :
    HasDerivAt (fun s => ringPhi v N (G s)) (trace (selfEnergy v N (G t) * X)) t := by
  have hP : ∀ i j, HasDerivAt (fun s => polarization (G s) i j)
      (polarizationVar (G t) X i j) t := fun i j => (hG i j).fun_mul (hG j i)
  have hvP : ∀ i j, HasDerivAt (fun s => (v * polarization (G s)) i j)
      ((v * polarizationVar (G t) X) i j) t := by
    intro i j
    have h := hasDerivAt_matrix_mul (A := fun _ => v) (A' := 0)
      (B := fun s => polarization (G s)) (fun i j => hasDerivAt_const t (v i j)) hP i j
    rw [zero_mul, zero_add] at h
    exact h
  have h := (HasDerivAt.fun_sum (u := range N) fun k _ =>
    (hasDerivAt_trace_pow (A := fun s => v * polarization (G s)) hvP k).div_const
      ((k : ℝ) + 1)).const_mul (-(1 / 2) : ℝ)
  unfold ringPhi
  refine h.congr_deriv ?_
  -- the factors 1/n cancel and the powers of vP add up to W
  have hsum : ∑ k ∈ range N, ((k : ℝ) + 1) *
      trace ((v * polarization (G t)) ^ k * (v * polarizationVar (G t) X)) / ((k : ℝ) + 1)
      = trace (screened v N (G t) * polarizationVar (G t) X) := by
    rw [screened, Finset.sum_mul, Matrix.trace_sum]
    refine Finset.sum_congr rfl fun k _ => ?_
    have hk : (k : ℝ) + 1 ≠ 0 := by positivity
    rw [mul_div_cancel_left₀ _ hk, Matrix.mul_assoc]
  rw [hsum, trace_screened_mul_var hv]
  ring

/-- For symmetric `v`, a matrix `S` gives the directional derivative of the ring functional
at `G` as `Tr(S X)` for every direction `X` exactly when `S` is the GW self-energy. -/
theorem ringPhi_derivative_iff {v : Matrix ι ι ℝ} (hv : v.IsSymm) (N : ℕ)
    (G S : Matrix ι ι ℝ) :
    (∀ X : Matrix ι ι ℝ, HasDerivAt (fun t : ℝ => ringPhi v N (G + t • X)) (trace (S * X)) 0)
      ↔ S = selfEnergy v N G := by
  have hd : ∀ X : Matrix ι ι ℝ, HasDerivAt (fun t : ℝ => ringPhi v N (G + t • X))
      (trace (selfEnergy v N G * X)) 0 := by
    intro X
    have h := ringPhi_hasDerivAt_curve hv N (G := fun t : ℝ => G + t • X) (X := X) (t := 0)
      (fun i j => (((hasDerivAt_id' (0 : ℝ)).mul_const (X i j)).const_add (G i j)).congr_deriv
        (one_mul _))
    simpa only [zero_smul, add_zero] using h
  constructor
  · intro hS
    ext i j
    -- probe with the direction that has a single entry
    have h := (hS (Matrix.of fun b a => if b = j then (if a = i then 1 else 0) else 0)).unique
      (hd _)
    simpa [Matrix.trace, Matrix.mul_apply] using h
  · rintro rfl
    exact hd

/-- The ring functional is invariant under the local rescaling
`G_ij → exp(θ_i - θ_j) G_ij`. -/
theorem ringPhi_gauge (v : Matrix ι ι ℝ) (N : ℕ) (θ : ι → ℝ) (G : Matrix ι ι ℝ) :
    ringPhi v N (gauge θ G) = ringPhi v N G := by
  have hP : polarization (gauge θ G) = polarization G := by
    ext i j
    have h : Real.exp (θ i - θ j) * Real.exp (θ j - θ i) = 1 := by
      rw [← Real.exp_add]
      simp
    simp only [polarization, gauge, Matrix.of_apply]
    linear_combination (G i j * G j i) * h
  unfold ringPhi
  rw [hP]

/-- For symmetric `v`, gauge invariance of the ring functional gives `Tr(Σ [θ, G]) = 0` for
every diagonal matrix `θ`. -/
theorem trace_selfEnergy_commutator {v : Matrix ι ι ℝ} (hv : v.IsSymm) (N : ℕ)
    (G : Matrix ι ι ℝ) (θ : ι → ℝ) :
    trace (selfEnergy v N G * (diagonal θ * G - G * diagonal θ)) = 0 := by
  have hG : ∀ i j, HasDerivAt (fun s : ℝ => gauge (s • θ) G i j)
      ((diagonal θ * G - G * diagonal θ) i j) 0 := by
    intro i j
    have h1 := ((hasDerivAt_id' (0 : ℝ)).mul_const (θ i)).fun_sub
      ((hasDerivAt_id' (0 : ℝ)).mul_const (θ j))
    refine (h1.exp.mul_const (G i j)).congr_deriv ?_
    rw [Matrix.sub_apply, Matrix.diagonal_mul, Matrix.mul_diagonal]
    simp only [zero_mul, sub_zero, Real.exp_zero, one_mul]
    ring
  have h := ringPhi_hasDerivAt_curve hv N (G := fun s : ℝ => gauge (s • θ) G) hG
  have h0 : gauge ((0 : ℝ) • θ) G = G := by
    ext i j
    simp [gauge]
  -- the functional is constant along the gauge orbit
  simp only [ringPhi_gauge, h0] at h
  exact h.unique (hasDerivAt_const (0 : ℝ) (ringPhi v N G))

/-- For symmetric `v`, the diagonal entries of `ΣG` and `GΣ` agree at every orbital. -/
theorem local_conservation {v : Matrix ι ι ℝ} (hv : v.IsSymm) (N : ℕ)
    (G : Matrix ι ι ℝ) (i : ι) :
    (selfEnergy v N G * G) i i = (G * selfEnergy v N G) i i := by
  -- choose a gauge function supported on the orbital i
  have h := trace_selfEnergy_commutator hv N G (fun a => if a = i then 1 else 0)
  rw [mul_sub, Matrix.trace_sub, Matrix.trace_mul_comm, mul_assoc,
    ← mul_assoc (selfEnergy v N G) G] at h
  simp only [Matrix.trace, Matrix.diag_apply, Matrix.diagonal_mul, Matrix.mul_diagonal,
    ite_mul, mul_ite, one_mul, mul_one, zero_mul, mul_zero, Finset.sum_ite_eq',
    Finset.mem_univ, if_true] at h
  linarith

end

end GWRingFunctional
```

```lean
#print axioms GWRingFunctional.screened_succ
-- 'GWRingFunctional.screened_succ' depends on axioms: [propext, Classical.choice, Quot.sound]
#print axioms GWRingFunctional.ringPhi_derivative_iff
-- 'GWRingFunctional.ringPhi_derivative_iff' depends on axioms: [propext, Classical.choice, Quot.sound]
#print axioms GWRingFunctional.local_conservation
-- 'GWRingFunctional.local_conservation' depends on axioms: [propext, Classical.choice, Quot.sound]
```

## From the trace rule to the balance law

`hasDerivAt_matrix_mul` is the product rule, entry by entry. `hasDerivAt_trace_pow` proves the trace rule by induction on $k$, using a stronger claim: if $D$ is the derivative of $A^{k+1}$ and $B$ commutes with $A$, then $\mathrm{Tr}(BD)=(k+1)\mathrm{Tr}(BA^kA')$. The extra $B$ is what carries the induction. The next derivative is $DA+A^{k+1}A'$, and cyclicity turns $\mathrm{Tr}(BDA)$ into $\mathrm{Tr}(ABD)$, where $AB$ again commutes with $A$. Setting $B=1$ gives the rule.

`screened_isSymm` transposes $W$ term by term; its inner step `hshift` is the identity $v(Pv)^k=(vP)^kv$. `screened_succ` is the recursion for $W$ and needs no symmetry. `trace_screened_mul_var` writes both traces as double sums, and `hswap` exchanges the indices in the second contribution.

The main theorem combines these results. `hP` and `hvP` differentiate $P$ and $vP$, `hsum` cancels the factors $k+1$ and collects $W$, and the closing `ring` cancels $-\tfrac12$ against $-2$. For uniqueness, two derivatives of the same function are equated along the single-entry direction.

`ringPhi_gauge` shows that $P$, and hence $\Phi$, is unchanged by the rescaling. `trace_selfEnergy_commutator` applies the main theorem along the gauge curve and compares the result with the zero derivative of a constant. `local_conservation` then inserts the $\theta$ supported on one orbital and reads off the diagonal entries.
